# Positive semidefiniteness of the polynomial kernel (1 + τ⟨x, y⟩)ⁿ on real vectors for τ ≥ 0

Take finitely many vectors xᵢ in d-dimensional real Euclidean space, not necessarily normalised or distinct, and compare each pair through the kernel (1 + τ⟨xᵢ, xⱼ⟩)ⁿ, with τ ≥ 0 and n a natural number. The lemma says that the quadratic form ∑ᵢⱼ wᵢwⱼ(1 + τ⟨xᵢ, xⱼ⟩)ⁿ is non-negative for all real weights wᵢ, so the matrix of kernel values is positive semidefinite. The proof is by induction on n, splitting one factor of the kernel into 1 and τ⟨xᵢ, xⱼ⟩. The first part is the induction hypothesis as it stands; in the second, the inner product is written out in coordinates and absorbed into the weights, so that the hypothesis applies to each coordinate separately.

An attempt in Lean 4 with a fault in it:

```lean
import Mathlib

open Filter Topology Set

namespace PolynomialKernelNonneg

noncomputable section

variable {d : ℕ} {ι : Type*} [Fintype ι]

/-- For `τ ≥ 0` the polynomial kernel `(1 + τ⟨x, y⟩)ⁿ` is positive semidefinite. -/
theorem polynomial_kernel_nonneg {τ : ℝ} (hτ : 0 ≤ τ) (x : ι → EuclideanSpace ℝ (Fin d))
    (n : ℕ) : ∀ w : ι → ℝ,
      0 ≤ ∑ i, ∑ j, w i * w j * (1 + τ * inner ℝ (x i) (x j)) ^ n := by
  induction n with
  | zero =>
    intro w
    simp only [pow_zero, mul_one]
    rw [← Finset.sum_mul_sum]
    exact mul_self_nonneg _
  | succ n ih =>
    intro w
    -- one factor of the inner product is absorbed into the weights, coordinate by coordinate
    have e : ∑ k, ∑ i, ∑ j, (w i * x i k) * (w j * x j k) *
          (1 + τ * inner ℝ (x i) (x j)) ^ n
        = ∑ i, ∑ j, w i * w j * inner ℝ (x i) (x j) *
          (1 + τ * inner ℝ (x i) (x j)) ^ n := by
      refine Finset.sum_comm.trans (Finset.sum_congr rfl fun i _ =>
        Finset.sum_comm.trans (Finset.sum_congr rfl fun j _ => ?_))
      have inn : inner ℝ (x i) (x j) = ∑ k, x i k * x j k := by
        simp [PiLp.inner_apply, mul_comm]
      generalize (1 + τ * inner ℝ (x i) (x j)) ^ n = p
      rw [inn, Finset.mul_sum, Finset.sum_mul]
      exact Finset.sum_congr rfl fun k _ => by ring
    have hk : 0 ≤ ∑ i, ∑ j, w i * w j * inner ℝ (x i) (x j) *
        (1 + τ * inner ℝ (x i) (x j)) ^ n := by
      rw [← e]
      exact Finset.sum_nonneg fun k _ => ih (fun i => w i * x i k)
    have h := add_nonneg (ih w) (mul_nonneg hτ hk)
    convert h using 1
    simp only [Finset.mul_sum, ← Finset.sum_add_distrib]
    exact Finset.sum_congr rfl fun i _ => Finset.sum_congr rfl fun j _ => by ring

end

end PolynomialKernelNonneg
```

The compiler's answer:

```
Main.lean:41:4: error: `simp` made no progress
```

What went wrong. The error is at the `simp only` after `convert h using 1`. That step was meant to face an equality between the sum for `n + 1` and the two sums in `h`, where `Finset.mul_sum` should move `τ` inside. "No progress" means that `simp` found nothing to rewrite in the goal it was given. Either `convert` had put a different goal first, or the terms did not match the lemmas in the form `simp` needs; the message does not print the goal, so it does not settle which.

The repair no longer relies on what `convert` leaves. It states the intended equality as `hs` and proves it one sum at a time: `Finset.mul_sum` moves `τ` inside, `Finset.sum_add_distrib`, used backwards, merges the two sums, and `Finset.sum_congr` passes to the summands. After this has been done for both sums, `ring` checks the remaining algebra. Then `rw [hs]` turns the goal into the non-negativity of the two-part sum, which the same `add_nonneg` term as before proves directly.

Fix (accepted with no message):

```diff
@@ -37,8 +37,14 @@
       rw [← e]
       exact Finset.sum_nonneg fun k _ => ih (fun i => w i * x i k)
-    have h := add_nonneg (ih w) (mul_nonneg hτ hk)
-    convert h using 1
-    simp only [Finset.mul_sum, ← Finset.sum_add_distrib]
-    exact Finset.sum_congr rfl fun i _ => Finset.sum_congr rfl fun j _ => by ring
+    have hs : ∑ i, ∑ j, w i * w j * (1 + τ * inner ℝ (x i) (x j)) ^ (n + 1)
+        = ∑ i, ∑ j, w i * w j * (1 + τ * inner ℝ (x i) (x j)) ^ n
+          + τ * ∑ i, ∑ j, w i * w j * inner ℝ (x i) (x j) *
+            (1 + τ * inner ℝ (x i) (x j)) ^ n := by
+      rw [Finset.mul_sum, ← Finset.sum_add_distrib]
+      refine Finset.sum_congr rfl fun i _ => ?_
+      rw [Finset.mul_sum, ← Finset.sum_add_distrib]
+      exact Finset.sum_congr rfl fun j _ => by ring
+    rw [hs]
+    exact add_nonneg (ih w) (mul_nonneg hτ hk)
 
 end
```
